# The self-convolution of \(r^{|n|}\) and an overdamped bounce in a cubic potential

## Truncated Matsubara sums do not close

Expand a periodic imaginary-time path in Fourier modes and keep only those with \(|n|\le N\), where \(N\ge1\). In a cubic potential the force contains \(q^2\), which couples the modes. If \(q_N\neq0\), the square has the component \(q_N^2\) at index \(2N\), where the truncated path has no linear term to balance it. The path is therefore not stationary, however large \(N\) is. A non-constant solution therefore has infinitely many nonzero modes, and to find one in closed form it helps to have a convolution that can be summed. Geometric coefficients provide both.

## Friction without inertia

Let
\[
V(q)=\tfrac12\kappa q^2-\tfrac13 b q^3,\qquad q(\tau)=\sum_{n\in\mathbb Z}q_n e^{i\nu n\tau}.
\]
Here \(\kappa\) is the curvature of the well, \(b\) the cubic coefficient, and \(\nu=2\pi k_BT/\hbar\) the lowest Matsubara frequency. An Ohmic bath with friction coefficient \(\eta\) contributes \(\eta|\nu n|q_n\) to the equation of motion. In the overdamped limit the inertial term is dropped, and stationarity of the Euclidean action reads
\[
\eta|\nu n|q_n+\kappa q_n-b\sum_{k\in\mathbb Z}q_kq_{n-k}=0\qquad\text{for every integer }n.
\]
The bounce used in semiclassical estimates of tunnelling out of the well is a non-constant periodic solution of this equation. For this one-coordinate model without inertia, the closed form below can serve as a check on a numerical instanton search.

## Summing the convolution

Put \(a_n=r^{|n|}\) with \(|r|<1\), and take \(n\ge0\) first. The sum over \(k\) has three parts.

- For \(k=-(m+1)\), \(m\ge0\), the exponent \(|k|+|n-k|\) is \(n+2+2m\). These terms sum to \(r^{n+2}/(1-r^2)\).
- For \(0\le k\le n\) the exponent is \(n\). There are \(n+1\) such terms.
- For \(k=n+1+m\), \(m\ge0\), the exponent is again \(n+2+2m\), with the same sum as the first part.

Hence
\[
\sum_k a_ka_{n-k}=r^n\left(n+1+\frac{2r^2}{1-r^2}\right)=\left(|n|+\frac{1+r^2}{1-r^2}\right)a_n .
\]
Replacing \(k\) by \(-k\) gives the result for negative \(n\).

The middle block is easily miscounted as \(n\) terms. The constant would then be \(2r^2/(1-r^2)\), which takes every positive value for \(0<r<1\), and the temperature threshold found below would disappear. The case \(n=0\), \(r=0\) exposes the error: the sum is 1, not 0.

## From the identity to the path

Insert \(q_n=c\,r^{|n|}\) with \(c\ne0\) and \(0<r<1\). The stationarity equation becomes
\[
c\,r^{|n|}\left[(\eta\nu-bc)|n|+\kappa-bc\,\frac{1+r^2}{1-r^2}\right]=0 .
\]
The bracket must vanish at \(n=0\) and at \(n=1\). Subtracting the two equations gives \(bc=\eta\nu\), and the first then gives \(\kappa(1-r^2)=\eta\nu(1+r^2)\). These two conditions make the bracket vanish for all \(n\). With \(g=\eta\nu>0\),
\[
r=\sqrt{\frac{\kappa-g}{\kappa+g}},
\]
and \(0<r<1\) requires \(g<\kappa\), that is, a temperature below \(\hbar\kappa/(2\pi\eta k_B)\).

To recover the path, sum the two geometric series for \(n\ge0\) and \(n<0\):
\[
\sum_n r^{|n|}e^{in\theta}=\frac{1}{1-re^{i\theta}}+\frac{re^{-i\theta}}{1-re^{-i\theta}}=\frac{1-r^2}{1-2r\cos\theta+r^2}.
\]
Now \(1-r^2=2g/(\kappa+g)\), \(1+r^2=2\kappa/(\kappa+g)\) and \(r(\kappa+g)=\sqrt{\kappa^2-g^2}\), so with \(\theta=\nu\tau\)
\[
q(\tau)=\frac{c\,g}{\kappa-\sqrt{\kappa^2-g^2}\,\cos\nu\tau},\qquad c=\frac gb .
\]

## The statement in Lean

`geomCoeff r n` is \(a_n\), with `n.natAbs` for \(|n|\). `HasSum` states that a series converges to the given value. `IsStationary η ν κ b q` is the mode equation above for a real sequence `q : ℤ → ℝ`. It also demands `Summable`, because Lean's `∑'` returns 0 for a divergent series and would silently delete the quadratic part of the force.

`overdamped_bounce` assumes \(\eta,\nu>0\), \(\eta\nu<\kappa\) and \(bc=\eta\nu\). It concludes that the geometric coefficients are stationary and that their Fourier series converges to the closed path at every \(\tau\). `exists_bounce_iff` says that, for \(\eta,\nu>0\) and \(b\neq0\), a nonzero geometric solution with \(0<r<1\) exists exactly when \(\eta\nu<\kappa\).

The mode equation is taken as a definition; the action, the bath and the variation that leads to it are not formalised. The existence criterion concerns the geometric family alone, so it does not exclude stationary paths of another shape. Decay rates and fluctuations about the bounce are not treated.

## The complete file

```lean
import Mathlib

namespace OverdampedBounce

noncomputable section

/-- The geometric Matsubara coefficients `r ^ |n|`. -/
def geomCoeff (r : ℝ) (n : ℤ) : ℝ := r ^ n.natAbs

/-- Stationarity of the overdamped Euclidean action in the potential `κ q² / 2 - b q³ / 3`, with
Ohmic friction `η` and Matsubara frequencies `ν n`; the convolution is the Fourier form of `q²`
and is required to converge. -/
def IsStationary (η ν κ b : ℝ) (q : ℤ → ℝ) : Prop :=
  ∀ n : ℤ, Summable (fun k : ℤ => q k * q (n - k)) ∧
    η * |ν * (n : ℝ)| * q n + κ * q n - b * ∑' k : ℤ, q k * q (n - k) = 0

/-- The ratio of successive Matsubara coefficients of the bounce, for `0 < g < κ`, where `g` is
friction times the lowest Matsubara frequency. -/
def bounceRatio (g κ : ℝ) : ℝ := √((κ - g) / (κ + g))

/-- The self-convolution of the geometric coefficients at a non-negative index, for `|r| < 1`. -/
theorem hasSum_conv_nat {r : ℝ} (hr : |r| < 1) (N : ℕ) :
    HasSum (fun k : ℤ => geomCoeff r k * geomCoeff r ((N : ℤ) - k))
      (((N : ℝ) + (1 + r ^ 2) / (1 - r ^ 2)) * r ^ N) := by
  have h2 : r ^ 2 < 1 := by
    have h := abs_lt.1 hr
    nlinarith [h.1, h.2]
  have hg : HasSum (fun m : ℕ => r ^ (N + 2) * (r ^ 2) ^ m) (r ^ (N + 2) * (1 - r ^ 2)⁻¹) :=
    (hasSum_geometric_of_lt_one (sq_nonneg r) h2).mul_left _
  -- the tail of negative k
  have hneg : HasSum (fun m : ℕ => geomCoeff r (-((m : ℤ) + 1)) *
      geomCoeff r ((N : ℤ) - -((m : ℤ) + 1))) (r ^ (N + 2) * (1 - r ^ 2)⁻¹) := by
    have key : (fun m : ℕ => geomCoeff r (-((m : ℤ) + 1)) *
        geomCoeff r ((N : ℤ) - -((m : ℤ) + 1))) = fun m : ℕ => r ^ (N + 2) * (r ^ 2) ^ m := by
      funext m
      simp only [geomCoeff]
      rw [show (-((m : ℤ) + 1)).natAbs = m + 1 by omega,
        show ((N : ℤ) - -((m : ℤ) + 1)).natAbs = N + m + 1 by omega]
      ring
    rw [key]
    exact hg
  -- the N + 1 equal terms and the tail k > N
  have hpos : HasSum (fun m : ℕ => geomCoeff r (m : ℤ) * geomCoeff r ((N : ℤ) - (m : ℤ)))
      (r ^ (N + 2) * (1 - r ^ 2)⁻¹ + ((N : ℝ) + 1) * r ^ N) := by
    have hfin : ∑ m ∈ Finset.range (N + 1),
        geomCoeff r (m : ℤ) * geomCoeff r ((N : ℤ) - (m : ℤ)) = ((N : ℝ) + 1) * r ^ N := by
      have h : ∀ m ∈ Finset.range (N + 1),
          geomCoeff r (m : ℤ) * geomCoeff r ((N : ℤ) - (m : ℤ)) = r ^ N := by
        intro m hm
        have hm' := Finset.mem_range.1 hm
        simp only [geomCoeff]
        rw [← pow_add]
        congr 1
        omega
      rw [Finset.sum_congr rfl h]
      simp
    have key : (fun m : ℕ => geomCoeff r ((m + (N + 1) : ℕ) : ℤ) *
        geomCoeff r ((N : ℤ) - ((m + (N + 1) : ℕ) : ℤ))) =
        fun m : ℕ => r ^ (N + 2) * (r ^ 2) ^ m := by
      funext m
      simp only [geomCoeff]
      rw [show (((m + (N + 1) : ℕ) : ℤ)).natAbs = m + N + 1 by omega,
        show ((N : ℤ) - ((m + (N + 1) : ℕ) : ℤ)).natAbs = m + 1 by omega]
      ring
    rw [← key] at hg
    rw [← hfin]
    exact (hasSum_nat_add_iff
      (f := fun m : ℕ => geomCoeff r (m : ℤ) * geomCoeff r ((N : ℤ) - (m : ℤ))) (N + 1)).1 hg
  have h : HasSum (fun k : ℤ => geomCoeff r k * geomCoeff r ((N : ℤ) - k)) (_ + _) :=
    HasSum.of_nat_of_neg_add_one hpos hneg
  have hd : 1 - r ^ 2 ≠ 0 := by linarith
  have hv : ((N : ℝ) + (1 + r ^ 2) / (1 - r ^ 2)) * r ^ N =
      r ^ (N + 2) * (1 - r ^ 2)⁻¹ + ((N : ℝ) + 1) * r ^ N + r ^ (N + 2) * (1 - r ^ 2)⁻¹ := by
    have hi : (1 - r ^ 2) * (1 - r ^ 2)⁻¹ = 1 := mul_inv_cancel₀ hd
    rw [div_eq_mul_inv]
    linear_combination r ^ N * hi
  rw [hv]
  exact h

/-- For `|r| < 1` the convolution of `r ^ |n|` with itself is
`(|n| + (1 + r²) / (1 - r²)) r ^ |n|` at every integer `n`. -/
theorem hasSum_conv {r : ℝ} (hr : |r| < 1) (n : ℤ) :
    HasSum (fun k : ℤ => geomCoeff r k * geomCoeff r (n - k))
      ((|(n : ℝ)| + (1 + r ^ 2) / (1 - r ^ 2)) * geomCoeff r n) := by
  obtain ⟨N, rfl | rfl⟩ := n.eq_nat_or_neg
  · have e1 : |((N : ℤ) : ℝ)| = N := by simp
    have e2 : geomCoeff r (N : ℤ) = r ^ N := by simp [geomCoeff]
    rw [e1, e2]
    exact hasSum_conv_nat hr N
  · -- reflect the summation index
    have e1 : |((-(N : ℤ) : ℤ) : ℝ)| = N := by simp
    have e2 : geomCoeff r (-(N : ℤ)) = r ^ N := by simp [geomCoeff]
    have e3 : (fun k : ℤ => geomCoeff r k * geomCoeff r (-(N : ℤ) - k)) ∘ (Equiv.neg ℤ) =
        fun k : ℤ => geomCoeff r k * geomCoeff r ((N : ℤ) - k) := by
      funext k
      simp only [Function.comp, Equiv.neg_apply, geomCoeff]
      rw [Int.natAbs_neg, show (-(N : ℤ) - -k).natAbs = ((N : ℤ) - k).natAbs by omega]
    rw [e1, e2, ← (Equiv.neg ℤ).hasSum_iff, e3]
    exact hasSum_conv_nat hr N

/-- For `ν > 0`, a nonzero sequence `c r ^ |n|` with `0 < r < 1` is stationary exactly when
`b c = η ν` and `κ (1 - r²) = η ν (1 + r²)`. -/
theorem isStationary_iff {η ν κ b r c : ℝ} (hν : 0 < ν) (hc : c ≠ 0) (hr0 : 0 < r) (hr1 : r < 1) :
    IsStationary η ν κ b (fun n => c * geomCoeff r n) ↔
      b * c = η * ν ∧ κ * (1 - r ^ 2) = η * ν * (1 + r ^ 2) := by
  have hr : |r| < 1 := by rwa [abs_of_pos hr0]
  have hd : 1 - r ^ 2 ≠ 0 := by nlinarith
  have hs : ∀ n : ℤ, HasSum (fun k : ℤ => c * geomCoeff r k * (c * geomCoeff r (n - k)))
      (c ^ 2 * ((|(n : ℝ)| + (1 + r ^ 2) / (1 - r ^ 2)) * geomCoeff r n)) := by
    intro n
    have e : (fun k : ℤ => c * geomCoeff r k * (c * geomCoeff r (n - k))) =
        fun k : ℤ => c ^ 2 * (geomCoeff r k * geomCoeff r (n - k)) := by
      funext k
      ring
    rw [e]
    exact (hasSum_conv hr n).mul_left (c ^ 2)
  -- the left side of each mode equation is `c r ^ |n|` times a factor affine in |n|
  have eq : ∀ n : ℤ, η * |ν * (n : ℝ)| * (c * geomCoeff r n) + κ * (c * geomCoeff r n) -
      b * ∑' k : ℤ, c * geomCoeff r k * (c * geomCoeff r (n - k)) =
      c * geomCoeff r n * ((η * ν - b * c) * |(n : ℝ)| +
        (κ - b * c * ((1 + r ^ 2) / (1 - r ^ 2)))) := by
    intro n
    rw [(hs n).tsum_eq, abs_mul, abs_of_pos hν]
    ring
  constructor
  · intro h
    have hz : ∀ n : ℤ, (η * ν - b * c) * |(n : ℝ)| +
        (κ - b * c * ((1 + r ^ 2) / (1 - r ^ 2))) = 0 := fun n =>
      (mul_eq_zero.1 ((eq n).symm.trans (h n).2)).resolve_left
        (mul_ne_zero hc (pow_ne_zero _ hr0.ne'))
    have h0 := hz 0
    have h1 := hz 1
    rw [Int.cast_zero, abs_zero] at h0
    rw [Int.cast_one, abs_one] at h1
    have hbc : b * c = η * ν := by linear_combination h0 - h1
    refine ⟨hbc, ?_⟩
    have hk : κ = η * ν * ((1 + r ^ 2) / (1 - r ^ 2)) := by
      linear_combination h0 + ((1 + r ^ 2) / (1 - r ^ 2)) * hbc
    rw [← mul_div_assoc, eq_div_iff hd] at hk
    exact hk
  · rintro ⟨hbc, hk⟩ n
    refine ⟨(hs n).summable, (eq n).trans ?_⟩
    have hk' : κ = η * ν * ((1 + r ^ 2) / (1 - r ^ 2)) := by
      rw [← mul_div_assoc, eq_div_iff hd]
      exact hk
    rw [hbc, hk']
    ring

/-- For `0 < g < κ` the bounce ratio `r` lies strictly between 0 and 1 and satisfies
`κ (1 - r²) = g (1 + r²)`. -/
theorem bounceRatio_spec {g κ : ℝ} (hg : 0 < g) (h : g < κ) :
    0 < bounceRatio g κ ∧ bounceRatio g κ < 1 ∧
      κ * (1 - bounceRatio g κ ^ 2) = g * (1 + bounceRatio g κ ^ 2) := by
  have hp : 0 < κ + g := by linarith
  have hq : 0 < (κ - g) / (κ + g) := div_pos (by linarith) hp
  have hs : bounceRatio g κ ^ 2 = (κ - g) / (κ + g) := Real.sq_sqrt hq.le
  have hs' := (eq_div_iff hp.ne').1 hs
  refine ⟨Real.sqrt_pos.2 hq, ?_, by linear_combination -hs'⟩
  rw [bounceRatio, Real.sqrt_lt' one_pos, one_pow, div_lt_one hp]
  linarith

/-- For `|r| < 1` the Fourier series with coefficients `r ^ |n|` sums to the Poisson kernel. -/
theorem hasSum_fourier {r : ℝ} (hr : |r| < 1) (θ : ℝ) :
    HasSum (fun n : ℤ => (geomCoeff r n : ℂ) * Complex.exp ((n : ℂ) * (θ : ℂ) * Complex.I))
      (((1 - r ^ 2) / (1 - 2 * r * Real.cos θ + r ^ 2) : ℝ) : ℂ) := by
  obtain ⟨w, hw⟩ : ∃ w : ℂ, w = Complex.exp ((θ : ℂ) * Complex.I) := ⟨_, rfl⟩
  obtain ⟨v, hv⟩ : ∃ v : ℂ, v = Complex.exp (((-θ : ℝ) : ℂ) * Complex.I) := ⟨_, rfl⟩
  have hwv : w * v = 1 := by
    rw [hw, hv, ← Complex.exp_add]
    simp
  have hcos : w + v = 2 * Complex.cos (θ : ℂ) := by
    rw [hw, hv, Complex.cos, Complex.ofReal_neg]
    ring
  have n1 : ‖(r : ℂ) * w‖ < 1 := by
    rw [hw, norm_mul, Complex.norm_exp_ofReal_mul_I, Complex.norm_real, Real.norm_eq_abs, mul_one]
    exact hr
  have n2 : ‖(r : ℂ) * v‖ < 1 := by
    rw [hv, norm_mul, Complex.norm_exp_ofReal_mul_I, Complex.norm_real, Real.norm_eq_abs, mul_one]
    exact hr
  have ne : ∀ z : ℂ, ‖z‖ < 1 → 1 - z ≠ 0 := by
    intro z hz h
    rw [← sub_eq_zero.1 h, norm_one] at hz
    exact lt_irrefl _ hz
  -- two geometric series, for n ≥ 0 and n < 0
  have h1 := hasSum_geometric_of_norm_lt_one n1
  have h2 := (hasSum_geometric_of_norm_lt_one n2).mul_left ((r : ℂ) * v)
  have k1 : (fun m : ℕ => (geomCoeff r (m : ℤ) : ℂ) *
      Complex.exp (((m : ℤ) : ℂ) * (θ : ℂ) * Complex.I)) = fun m : ℕ => ((r : ℂ) * w) ^ m := by
    funext m
    simp only [geomCoeff, Int.natAbs_natCast]
    rw [mul_pow, hw, ← Complex.exp_nat_mul]
    push_cast
    ring_nf
  have k2 : (fun m : ℕ => (geomCoeff r (-((m : ℤ) + 1)) : ℂ) *
      Complex.exp (((-((m : ℤ) + 1) : ℤ) : ℂ) * (θ : ℂ) * Complex.I)) =
      fun m : ℕ => (r : ℂ) * v * ((r : ℂ) * v) ^ m := by
    funext m
    simp only [geomCoeff]
    rw [show (-((m : ℤ) + 1)).natAbs = m + 1 by omega, ← pow_succ', mul_pow, hv,
      ← Complex.exp_nat_mul]
    push_cast
    ring_nf
  rw [← k1] at h1
  rw [← k2] at h2
  have h : HasSum (fun n : ℤ => (geomCoeff r n : ℂ) *
      Complex.exp ((n : ℂ) * (θ : ℂ) * Complex.I)) (_ + _) :=
    HasSum.of_nat_of_neg_add_one h1 h2
  have hval : (((1 - r ^ 2) / (1 - 2 * r * Real.cos θ + r ^ 2) : ℝ) : ℂ) =
      (1 - (r : ℂ) * w)⁻¹ + (r : ℂ) * v * (1 - (r : ℂ) * v)⁻¹ := by
    have hden : 1 - 2 * (r : ℂ) * Complex.cos (θ : ℂ) + (r : ℂ) ^ 2 =
        (1 - (r : ℂ) * w) * (1 - (r : ℂ) * v) := by
      linear_combination (r : ℂ) * hcos - (r : ℂ) ^ 2 * hwv
    have i1 := mul_inv_cancel₀ (ne _ n1)
    have i2 := mul_inv_cancel₀ (ne _ n2)
    push_cast
    rw [hden, div_eq_iff (mul_ne_zero (ne _ n1) (ne _ n2))]
    linear_combination -(1 - (r : ℂ) * v) * i1 - (r : ℂ) * v * (1 - (r : ℂ) * w) * i2 +
      (r : ℂ) ^ 2 * hwv
  rw [hval]
  exact h

/-- For `0 < g < κ` the Poisson kernel at the bounce ratio equals
`g / (κ - √(κ² - g²) cos θ)`. -/
theorem bounce_profile {g κ : ℝ} (hg : 0 < g) (h : g < κ) (θ : ℝ) :
    (1 - bounceRatio g κ ^ 2) /
        (1 - 2 * bounceRatio g κ * Real.cos θ + bounceRatio g κ ^ 2) =
      g / (κ - √(κ ^ 2 - g ^ 2) * Real.cos θ) := by
  obtain ⟨h0, h1, hk⟩ := bounceRatio_spec hg h
  generalize bounceRatio g κ = r at h0 h1 hk ⊢
  have hp : 0 < κ + g := by linarith
  have hsq : √(κ ^ 2 - g ^ 2) = r * (κ + g) := by
    rw [show κ ^ 2 - g ^ 2 = (r * (κ + g)) ^ 2 by linear_combination (κ + g) * hk,
      Real.sqrt_sq (mul_pos h0 hp).le]
  have hD : 0 < 1 - 2 * r * Real.cos θ + r ^ 2 := by
    nlinarith [mul_nonneg h0.le (sub_nonneg.2 (Real.cos_le_one θ)), pow_pos (sub_pos.2 h1) 2]
  have hE : κ - r * (κ + g) * Real.cos θ =
      (κ + g) * (1 - 2 * r * Real.cos θ + r ^ 2) / 2 := by
    linear_combination hk / 2
  have hE0 : κ - r * (κ + g) * Real.cos θ ≠ 0 := by
    rw [hE]
    positivity
  rw [hsq, div_eq_div_iff hD.ne' hE0]
  linear_combination (1 - r ^ 2) * hE + (1 - 2 * r * Real.cos θ + r ^ 2) * hk / 2

/-- The overdamped bounce: for `η, ν > 0`, `η ν < κ` and amplitude `c` with `b c = η ν`, the
coefficients `c r ^ |n|`, with `r` the bounce ratio at `g = η ν`, are stationary, and their Fourier
series is the path `c η ν / (κ - √(κ² - (η ν)²) cos (ν τ))`. -/
theorem overdamped_bounce {η ν κ b c : ℝ} (hη : 0 < η) (hν : 0 < ν) (h : η * ν < κ)
    (hbc : b * c = η * ν) :
    IsStationary η ν κ b (fun n => c * geomCoeff (bounceRatio (η * ν) κ) n) ∧
    ∀ τ : ℝ, HasSum (fun n : ℤ => ((c * geomCoeff (bounceRatio (η * ν) κ) n : ℝ) : ℂ) *
        Complex.exp ((n : ℂ) * ((ν * τ : ℝ) : ℂ) * Complex.I))
      ((c * (η * ν / (κ - √(κ ^ 2 - (η * ν) ^ 2) * Real.cos (ν * τ))) : ℝ) : ℂ) := by
  have hg : 0 < η * ν := mul_pos hη hν
  obtain ⟨h0, h1, hk⟩ := bounceRatio_spec hg h
  have hc : c ≠ 0 := by
    intro hc
    rw [hc, mul_zero] at hbc
    exact hg.ne hbc
  refine ⟨(isStationary_iff hν hc h0 h1).2 ⟨hbc, hk⟩, fun τ => ?_⟩
  have hr : |bounceRatio (η * ν) κ| < 1 := by rwa [abs_of_pos h0]
  have hf := (hasSum_fourier hr (ν * τ)).mul_left (c : ℂ)
  rw [bounce_profile hg h, ← Complex.ofReal_mul] at hf
  simpa only [Complex.ofReal_mul, mul_assoc] using hf

/-- For `η, ν > 0` and a nonzero cubic coefficient `b`, a nonzero stationary sequence of the form
`c r ^ |n|` with `0 < r < 1` exists exactly when `η ν < κ`. -/
theorem exists_bounce_iff {η ν κ b : ℝ} (hη : 0 < η) (hν : 0 < ν) (hb : b ≠ 0) :
    (∃ r c : ℝ, 0 < r ∧ r < 1 ∧ c ≠ 0 ∧
      IsStationary η ν κ b (fun n => c * geomCoeff r n)) ↔ η * ν < κ := by
  have hg : 0 < η * ν := mul_pos hη hν
  constructor
  · rintro ⟨r, c, h0, h1, hc, hs⟩
    have hk := ((isStationary_iff hν hc h0 h1).1 hs).2
    have hd : 0 < 1 - r ^ 2 := by nlinarith
    by_contra hle
    have hm := mul_le_mul_of_nonneg_right (not_lt.1 hle) hd.le
    have hp := mul_pos hg (pow_pos h0 2)
    linarith
  · intro h
    obtain ⟨h0, h1, -⟩ := bounceRatio_spec hg h
    exact ⟨bounceRatio (η * ν) κ, η * ν / b, h0, h1, div_ne_zero hg.ne' hb,
      (overdamped_bounce hη hν h (by field_simp)).1⟩

end

end OverdampedBounce
```

```lean
#print axioms OverdampedBounce.overdamped_bounce
#print axioms OverdampedBounce.exists_bounce_iff
```

```
'OverdampedBounce.overdamped_bounce' depends on axioms: [propext, Classical.choice, Quot.sound]
'OverdampedBounce.exists_bounce_iff' depends on axioms: [propext, Classical.choice, Quot.sound]
```

## How the lemmas fit together

`hasSum_conv_nat` follows the three-part split. `hneg` is the tail of negative \(k\), while `hpos` joins the \(n+1\) equal terms to the upper tail through `hasSum_nat_add_iff`. In both, `omega` settles the absolute values in the exponents. `HasSum.of_nat_of_neg_add_one` then assembles the sum over all integers. `hasSum_conv` adds negative indices by reflecting the summation variable with `Equiv.neg ℤ`.

In `isStationary_iff`, the local statement `eq` is the factored equation with the bracket. The forward direction cancels the nonzero prefactor and evaluates at 0 and 1, as above; the converse substitutes the two conditions back.

`bounceRatio_spec` checks the formula for \(r\). `hasSum_fourier` sums the two geometric series, with `w` and `v` standing for \(e^{i\theta}\) and \(e^{-i\theta}\). `bounce_profile` rewrites the resulting kernel in terms of \(g\) and \(\kappa\), after showing that both denominators are nonzero. `overdamped_bounce` combines these results.

For `exists_bounce_iff`, suppose a solution existed with \(\kappa\le\eta\nu\). Then \(\kappa(1-r^2)\le\eta\nu(1-r^2)<\eta\nu(1+r^2)\), which contradicts the second condition. In the other direction the proof supplies `bounceRatio (η * ν) κ` and the amplitude `η * ν / b`.
